# Nonsingular Slater matrices that allowed target-row replacements in place cannot connect

Whether single-particle moves can connect two nonsingular Slater matrices depends on what counts as a move. Here a move towards a target matrix copies one target row into its own slot, and the resulting determinant must be nonzero. Under this rule, the identity and its row-swapped version are both allowed matrices, yet no sequence of allowed moves leads from the first to the second. If the inserted rows may be chosen freely, a sequence exists.

Rows stand for particles and columns for orbitals, so entry $A_{ij}$ is the value of orbital $j$ at the position of particle $i$. A nonzero determinant means that the single-determinant wavefunction does not vanish at that configuration.

```lean
import Mathlib

open Matrix Relation

namespace SequentialSlaterUpdate

variable {n K : Type*} [Fintype n] [DecidableEq n] [Field K]
```

The finite type `n` labels both particles and orbitals, and `K` is any field, for instance $\mathbb R$ or $\mathbb C$. In the two-particle examples the labels are 0 and 1, as in Lean, with $e_0=(1,0)$ and $e_1=(0,1)$.

## Two kinds of move

```lean
/-- An allowed in-place move towards the target `B`: one row of `M` is replaced by the row of `B`
in the same slot, and the new Slater determinant is nonzero. -/
def TargetMove (B M M' : Matrix n n K) : Prop :=
  ∃ i, M' = M.updateRow i (B i) ∧ M'.det ≠ 0
```

`TargetMove B M M'` is a proposition: there is a slot $i$ such that $M'$ is $M$ with row $i$ replaced by row $i$ of $B$, and $\det M'\neq 0$.

```lean
/-- An allowed single-particle move with a free choice of the new row: one row of `M` is replaced
by any row, and the new Slater determinant is nonzero. -/
def FreeMove (M M' : Matrix n n K) : Prop :=
  ∃ (i : n) (v : n → K), M' = M.updateRow i v ∧ M'.det ≠ 0
```

`FreeMove` keeps the determinant condition but lets the new row $v$ be arbitrary. Rows are treated as plain vectors; whether given orbitals take those values at some point in space is not part of the model.

```lean
/-- The Slater matrix whose row `i` is the unit vector with index `σ i`. -/
def permutedSlater (σ : Equiv.Perm n) : Matrix n n K :=
  (1 : Matrix n n K).submatrix σ id
```

Row $i$ of `permutedSlater σ` is the unit vector $e_{\sigma(i)}$, so its entries are $\delta_{\sigma(i),j}$.

## The determinant ratio for one new row

```lean
/-- Replacing row `i` of a nonsingular Slater matrix `A` by `v` multiplies the determinant by
component `i` of `v A⁻¹`. -/
theorem det_updateRow_eq (A : Matrix n n K) (hA : A.det ≠ 0) (i : n) (v : n → K) :
    (A.updateRow i v).det = (v ᵥ* A⁻¹) i * A.det := by
  -- expand the new row in the old rows
  have key : ∀ c : n → K, c ᵥ* A = ∑ k, c k • A k := by
    intro c
    ext j
    simp [Matrix.vecMul, dotProduct, Finset.sum_apply]
  have h : (v ᵥ* A⁻¹) ᵥ* A = v := by
    rw [Matrix.vecMul_vecMul, Matrix.nonsing_inv_mul _ (isUnit_iff_ne_zero.mpr hA),
      Matrix.vecMul_one]
  -- only the component along the replaced row survives in the determinant
  calc (A.updateRow i v).det
      = (A.updateRow i (∑ k, (v ᵥ* A⁻¹) k • A k)).det := by
        rw [← key (v ᵥ* A⁻¹), h]
    _ = (v ᵥ* A⁻¹) i * A.det := by
        rw [Matrix.det_updateRow_sum, smul_eq_mul]
```

Let $c=vA^{-1}$, written `v ᵥ* A⁻¹` in Lean. Then $v=cA=\sum_k c_kA_k$, where $A_k$ is row $k$ of $A$. The determinant is linear in row $i$, so

$$\det A[i\to v]=\sum_k c_k\det A[i\to A_k]=c_i\det A .$$

The terms with $k\neq i$ vanish because they contain two equal rows. In the proof, `key` and `h` give the expansion of $v$, and `det_updateRow_sum` selects the surviving term.

As a numerical instance, take

$$A=\begin{pmatrix}1&1\\0&1\end{pmatrix},\qquad A^{-1}=\begin{pmatrix}1&-1\\0&1\end{pmatrix},\qquad v=(1,0).$$

Then $vA^{-1}=(1,-1)$ and $\det A=1$. Putting $v$ in row 1 should give determinant $-1$, and indeed $\det\begin{pmatrix}1&1\\1&0\end{pmatrix}=-1$. Putting it in row 0 gives the identity, with determinant $1$.

This ratio is used in variational Monte Carlo with a single Slater determinant. When it is zero, a rank-one update of the inverse breaks down, even if a later replacement would make the matrix nonsingular again.

```lean
/-- Any nonzero row can be inserted into at least one slot of a nonsingular Slater matrix while
keeping the determinant nonzero. -/
theorem exists_allowed_slot (A : Matrix n n K) (hA : A.det ≠ 0) (v : n → K) (hv : v ≠ 0) :
    ∃ i, (A.updateRow i v).det ≠ 0 := by
  by_contra hcon
  have hzero : v ᵥ* A⁻¹ = 0 := by
    funext i
    have hi : (A.updateRow i v).det = 0 := by
      by_contra hne
      exact hcon ⟨i, hne⟩
    rw [det_updateRow_eq A hA] at hi
    exact (mul_eq_zero.mp hi).resolve_right hA
  -- all expansion coefficients vanish, hence so does the row
  apply hv
  calc v = (v ᵥ* A⁻¹) ᵥ* A := by
        rw [Matrix.vecMul_vecMul, Matrix.nonsing_inv_mul _ (isUnit_iff_ne_zero.mpr hA),
          Matrix.vecMul_one]
    _ = 0 := by rw [hzero, Matrix.zero_vecMul]
```

Suppose that $v$ fitted into no slot. Every product $c_i\det A$ would then be zero, hence $c=0$ and $v=cA=0$, against the assumption. Lean follows the same argument by contradiction. The theorem promises some slot, which need not be the one that the target prescribes.

## Permuted target rows

```lean
/-- The determinant of the permuted Slater matrix is the sign of the permutation. -/
theorem det_permutedSlater (σ : Equiv.Perm n) :
    (permutedSlater σ : Matrix n n K).det = ((Equiv.Perm.sign σ : ℤ) : K) := by
  rw [permutedSlater, Matrix.det_permute, Matrix.det_one, mul_one]
```

Permuting the rows of the identity multiplies its determinant by the sign of the permutation, so $\det=\operatorname{sgn}\sigma=\pm1$. This is nonzero in every field, and the target is always an allowed matrix.

```lean
/-- Replacing only row `i` of the identity by its permuted target row gives determinant one if
`σ` fixes `i`, and zero otherwise. -/
theorem det_single_replacement (σ : Equiv.Perm n) (i : n) :
    ((1 : Matrix n n K).updateRow i ((permutedSlater σ : Matrix n n K) i)).det
      = if σ i = i then 1 else 0 := by
  rw [det_updateRow_eq _ (by simp)]
  simp [permutedSlater, Matrix.one_apply]
```

For $A=1$ the ratio is component $i$ of the new row itself:

$$\det 1[i\to e_{\sigma(i)}]=(e_{\sigma(i)})_i=\delta_{\sigma(i),i}.$$

The proof applies the ratio formula, and `simp` evaluates the component.

```lean
/-- Every matrix reached from the identity by allowed in-place moves towards a permuted Slater
matrix is the identity itself. -/
theorem eq_one_of_reachable (σ : Equiv.Perm n) {M : Matrix n n K}
    (h : ReflTransGen (TargetMove (permutedSlater σ)) 1 M) : M = 1 := by
  induction h with
  | refl => rfl
  | tail _ hstep ih =>
    obtain ⟨i, hM, hdet⟩ := hstep
    rw [hM, ih, det_single_replacement] at hdet
    -- a nonzero determinant forces the replaced row to be unchanged
    have hi : σ i = i := by
      by_contra hne
      simp [hne] at hdet
    have hrow : (permutedSlater σ : Matrix n n K) i = (1 : Matrix n n K) i := by
      funext j
      simp [permutedSlater, Matrix.one_apply, hi]
    rw [hM, ih, hrow, Matrix.updateRow_eq_self]
```

`ReflTransGen` turns a one-step relation into reachability by any finite number of steps, including none. The proof is an induction on that number. With no steps, the matrix is the identity. If it is still the identity before a further move in slot $i$, the nonzero determinant forces $\sigma(i)=i$. The inserted row is then $e_i$, which was already there, so the move changes nothing.

```lean
/-- Allowed in-place moves lead from the identity to the permuted Slater matrix if and only if
the permutation is trivial. -/
theorem reachable_iff (σ : Equiv.Perm n) :
    ReflTransGen (TargetMove (permutedSlater σ)) (1 : Matrix n n K) (permutedSlater σ)
      ↔ σ = 1 := by
  constructor
  · intro h
    have heq := eq_one_of_reachable σ h
    apply Equiv.ext
    intro i
    by_contra hne
    have hne' : σ i ≠ i := hne
    have hii := congrFun (congrFun heq i) i
    simp [permutedSlater, hne'] at hii
  · intro h
    have h1 : (permutedSlater σ : Matrix n n K) = 1 := by
      ext i j
      simp [permutedSlater, Matrix.one_apply, h]
    rw [h1]
```

If the target is reachable, the previous theorem makes it equal to the identity. Comparing diagonal entries gives $\delta_{\sigma(i),i}=1$ for every $i$, so $\sigma=1$. Conversely, for $\sigma=1$ the target is the starting matrix, and no steps are needed.

Another model would let any target row enter any slot. For these permuted targets that alone changes nothing: inserting $e_k$ into slot $i$ of the identity gives determinant $\delta_{ki}$, so the only allowed insertions leave it unchanged. If matrices differing only in row order were also identified, as suits identical fermions when the overall sign is ignored, the target would be reached at the outset.

## The two-particle case

```lean
/-- For the real 2x2 identity with target rows `(0,1)` and `(1,0)`, replacing either row alone
gives determinant zero and replacing both gives `-1`; no sequence of allowed in-place moves
reaches the target. -/
theorem two_particle_counterexample :
    (1 : Matrix (Fin 2) (Fin 2) ℝ).det = 1 ∧
    ((1 : Matrix (Fin 2) (Fin 2) ℝ).updateRow 0 ![0, 1]).det = 0 ∧
    ((1 : Matrix (Fin 2) (Fin 2) ℝ).updateRow 1 ![1, 0]).det = 0 ∧
    (((1 : Matrix (Fin 2) (Fin 2) ℝ).updateRow 0 ![0, 1]).updateRow 1 ![1, 0]).det = -1 ∧
    ¬ ReflTransGen (TargetMove !![0, 1; 1, 0]) (1 : Matrix (Fin 2) (Fin 2) ℝ)
      !![0, 1; 1, 0] := by
  refine ⟨Matrix.det_one, ?_, ?_, ?_, ?_⟩
  · simp [Matrix.det_fin_two, Matrix.updateRow_apply]
  · simp [Matrix.det_fin_two, Matrix.updateRow_apply]
  · simp [Matrix.det_fin_two, Matrix.updateRow_apply]
  · -- the target is the Slater matrix of the transposition
    have e : (permutedSlater (Equiv.swap 0 1) : Matrix (Fin 2) (Fin 2) ℝ)
        = !![0, 1; 1, 0] := by
      ext i j
      fin_cases i <;> fin_cases j <;> simp [permutedSlater, Matrix.one_apply]
    rw [← e, reachable_iff]
    decide
```

The symbol `∧` joins five statements. The first is $\det 1=1$, and the next three are

$$\det\begin{pmatrix}0&1\\0&1\end{pmatrix}=0,\qquad
\det\begin{pmatrix}1&0\\1&0\end{pmatrix}=0,\qquad
\det\begin{pmatrix}0&1\\1&0\end{pmatrix}=-1 .$$

Each single replacement gives both particles the same row, while the double replacement exchanges their rows. The last statement, with `¬` for "not", excludes every sequence of allowed in-place moves, including repeated ones. Its proof identifies the target with the transposition of 0 and 1 and applies `reachable_iff`; `decide` then checks that this transposition is not the identity permutation.

```lean
/-- With a free choice of the inserted rows, allowed single-row moves do lead from the real 2x2
identity to the matrix with rows `(0,1)` and `(1,0)`. -/
theorem free_moves_reach_target :
    ReflTransGen FreeMove (1 : Matrix (Fin 2) (Fin 2) ℝ) !![0, 1; 1, 0] := by
  -- detour: the first row is temporarily (1,1)
  have s1 : FreeMove (1 : Matrix (Fin 2) (Fin 2) ℝ) !![1, 1; 0, 1] := by
    refine ⟨0, ![1, 1], ?_, by simp [Matrix.det_fin_two]⟩
    ext i j
    fin_cases i <;> fin_cases j <;> simp [Matrix.updateRow_apply]
  have s2 : FreeMove (!![1, 1; 0, 1] : Matrix (Fin 2) (Fin 2) ℝ) !![1, 1; 1, 0] := by
    refine ⟨1, ![1, 0], ?_, by simp [Matrix.det_fin_two]⟩
    ext i j
    fin_cases i <;> fin_cases j <;> simp [Matrix.updateRow_apply]
  have s3 : FreeMove (!![1, 1; 1, 0] : Matrix (Fin 2) (Fin 2) ℝ) !![0, 1; 1, 0] := by
    refine ⟨0, ![0, 1], ?_, by simp [Matrix.det_fin_two]⟩
    ext i j
    fin_cases i <;> fin_cases j <;> simp [Matrix.updateRow_apply]
  exact ((ReflTransGen.single s1).tail s2).tail s3

end SequentialSlaterUpdate
```

With free rows, three moves suffice:

$$\begin{pmatrix}1&0\\0&1\end{pmatrix}\to
\begin{pmatrix}1&1\\0&1\end{pmatrix}\to
\begin{pmatrix}1&1\\1&0\end{pmatrix}\to
\begin{pmatrix}0&1\\1&0\end{pmatrix}.$$

The determinants are $1,1,-1,-1$. The steps `s1`, `s2` and `s3` verify the replaced row and the nonzero determinant each time, and the last line chains them. The intermediate row $(1,1)$ is not a target row, which is why the detour is closed to `TargetMove`. The second move changes the sign of the determinant without landing on zero, which a discrete move can do.

```lean
#print axioms SequentialSlaterUpdate.det_updateRow_eq
#print axioms SequentialSlaterUpdate.det_permutedSlater
#print axioms SequentialSlaterUpdate.two_particle_counterexample
#print axioms SequentialSlaterUpdate.free_moves_reach_target
```

```
'SequentialSlaterUpdate.det_updateRow_eq' depends on axioms: [propext, Classical.choice, Quot.sound]
'SequentialSlaterUpdate.det_permutedSlater' depends on axioms: [propext, Classical.choice, Quot.sound]
'SequentialSlaterUpdate.two_particle_counterexample' depends on axioms: [propext, Classical.choice, Quot.sound]
'SequentialSlaterUpdate.free_moves_reach_target' depends on axioms: [propext, Classical.choice, Quot.sound]
```
